# For a stationary orbital of a Hubbard-corrected dimer, the energy change is the integrated fixed-U gradient plus the integral of U′ times the penalty

One electron of a given spin occupies the orbital \((\cos\theta,\sin\theta)\) of a two-site dimer with site energies \(D\) and \(-D\), off-diagonal element \(-t\), and a Hubbard correction equal to \(U\) times half the sum of \(n(1-n)\) over the site occupations \(n\). All of \(t\), \(D\), \(U\) and \(\theta\) vary with a geometry coordinate \(R\), and the question is what an energy difference contains beyond the gradient computed at fixed \(U\).

```lean
import Mathlib

open Matrix

namespace HubbardDimerForce

noncomputable section

/-- The orbital of a two-site dimer with mixing angle `θ`. -/
def orbital (θ : ℝ) : Fin 2 → ℝ := ![Real.cos θ, Real.sin θ]

/-- One-electron Hamiltonian with hopping `t` and site energies `D` and `-D`. -/
def dimerH (t D : ℝ) : Matrix (Fin 2) (Fin 2) ℝ := !![D, -t; -t, -D]

/-- Expectation value of the one-electron Hamiltonian in the orbital of angle `θ`. -/
def bandEnergy (t D θ : ℝ) : ℝ := orbital θ ⬝ᵥ (dimerH t D *ᵥ orbital θ)

/-- The Hubbard penalty per unit `U`: half the sum of `n (1 - n)` over the site occupations. -/
def penalty (θ : ℝ) : ℝ := (1 / 2) * ∑ i, orbital θ i ^ 2 * (1 - orbital θ i ^ 2)

/-- The Hubbard-corrected energy: band energy plus `U` times the penalty. -/
def energy (t D U θ : ℝ) : ℝ := bandEnergy t D θ + U * penalty θ

/-- The formula for the slope of the corrected energy in the mixing angle. -/
def angleGradient (t D U θ : ℝ) : ℝ :=
  -2 * t * Real.cos (2 * θ) - 2 * D * Real.sin (2 * θ)
    + U * Real.sin (2 * θ) * Real.cos (2 * θ)

/-- A path of geometries between `a` and `b` on which `t`, `D`, `U` have the continuous
derivatives `t'`, `D'`, `U'`, and the differentiable angle `θ` makes the energy stationary. -/
structure IsRelaxedPath (t D U t' D' U' θ : ℝ → ℝ) (a b : ℝ) : Prop where
  hop : ∀ R ∈ Set.uIcc a b, HasDerivAt t (t' R) R
  site : ∀ R ∈ Set.uIcc a b, HasDerivAt D (D' R) R
  hub : ∀ R ∈ Set.uIcc a b, HasDerivAt U (U' R) R
  hop_cont : ContinuousOn t' (Set.uIcc a b)
  site_cont : ContinuousOn D' (Set.uIcc a b)
  hub_cont : ContinuousOn U' (Set.uIcc a b)
  angle : ∀ R ∈ Set.uIcc a b, DifferentiableAt ℝ θ R
  stationary : ∀ R ∈ Set.uIcc a b, HasDerivAt (energy (t R) (D R) (U R)) 0 (θ R)

/-- The Hubbard penalty of the dimer is `sin² 2θ / 4`. -/
theorem penalty_eq (θ : ℝ) : penalty θ = Real.sin (2 * θ) ^ 2 / 4 := by
  have h := Real.sin_sq_add_cos_sq θ
  rw [Real.sin_two_mul]
  simp only [penalty, orbital, Fin.sum_univ_two, Matrix.cons_val_zero, Matrix.cons_val_one]
  linear_combination (-(1 / 2) * (Real.sin θ ^ 2 + Real.cos θ ^ 2)) * h

/-- The band energy of the dimer is `-t sin 2θ + D cos 2θ`. -/
theorem bandEnergy_eq (t D θ : ℝ) :
    bandEnergy t D θ = -t * Real.sin (2 * θ) + D * Real.cos (2 * θ) := by
  have h := Real.sin_sq_add_cos_sq θ
  rw [Real.sin_two_mul, Real.cos_two_mul]
  simp only [bandEnergy, orbital, dimerH, Matrix.mulVec, dotProduct, Fin.sum_univ_two,
    Matrix.of_apply, Matrix.cons_val_zero, Matrix.cons_val_one]
  linear_combination (-D) * h

/-- Along any differentiable path the energy gradient has an explicit part from `t`, `D`, `U`
and an orbital-response part proportional to the change of the mixing angle. -/
theorem hasDerivAt_energy_path {t D U θ : ℝ → ℝ} {t' D' U' θ' R : ℝ}
    (ht : HasDerivAt t t' R) (hD : HasDerivAt D D' R) (hU : HasDerivAt U U' R)
    (hθ : HasDerivAt θ θ' R) :
    HasDerivAt (fun x => energy (t x) (D x) (U x) (θ x))
      (-t' * Real.sin (2 * θ R) + D' * Real.cos (2 * θ R) + U' * Real.sin (2 * θ R) ^ 2 / 4
        + angleGradient (t R) (D R) (U R) (θ R) * θ') R := by
  have h2 : HasDerivAt (fun x => 2 * θ x) (2 * θ') R := hθ.const_mul 2
  have hs := h2.sin
  have hc := h2.cos
  have e : (fun x => energy (t x) (D x) (U x) (θ x)) = fun x =>
      -t x * Real.sin (2 * θ x) + D x * Real.cos (2 * θ x)
        + U x * (Real.sin (2 * θ x) * Real.sin (2 * θ x)) / 4 := by
    funext x
    rw [energy, bandEnergy_eq, penalty_eq]
    ring
  rw [e]
  -- product and chain rule, term by term
  refine (((ht.fun_neg.fun_mul hs).fun_add (hD.fun_mul hc)).fun_add
    ((hU.fun_mul (hs.fun_mul hs)).div_const 4)).congr_deriv ?_
  unfold angleGradient
  ring

/-- At fixed geometry, `angleGradient` is the derivative of the energy in the mixing angle. -/
theorem hasDerivAt_energy_angle (t D U θ : ℝ) :
    HasDerivAt (energy t D U) (angleGradient t D U θ) θ := by
  have h : HasDerivAt (energy t D U)
      (-0 * Real.sin (2 * θ) + 0 * Real.cos (2 * θ) + 0 * Real.sin (2 * θ) ^ 2 / 4
        + angleGradient t D U θ * 1) θ :=
    hasDerivAt_energy_path (hasDerivAt_const θ t) (hasDerivAt_const θ D)
      (hasDerivAt_const θ U) (hasDerivAt_id' θ)
  exact h.congr_deriv (by ring)

/-- If `t`, `D`, `U` and the mixing angle are differentiable at `R`, and the energy at that geometry
has zero slope in the angle, the energy gradient along the path contains only the derivatives of
`t`, `D` and `U`, the last one times the penalty. -/
theorem hasDerivAt_relaxed_energy {t D U θ : ℝ → ℝ} {t' D' U' R : ℝ}
    (ht : HasDerivAt t t' R) (hD : HasDerivAt D D' R) (hU : HasDerivAt U U' R)
    (hθ : DifferentiableAt ℝ θ R) (hs : HasDerivAt (energy (t R) (D R) (U R)) 0 (θ R)) :
    HasDerivAt (fun x => energy (t x) (D x) (U x) (θ x))
      (-t' * Real.sin (2 * θ R) + D' * Real.cos (2 * θ R)
        + U' * Real.sin (2 * θ R) ^ 2 / 4) R := by
  -- stationarity removes the orbital response
  have h0 := (hasDerivAt_energy_angle (t R) (D R) (U R) (θ R)).unique hs
  refine (hasDerivAt_energy_path ht hD hU hθ.hasDerivAt).congr_deriv ?_
  rw [h0]
  ring

variable {t D U t' D' U' θ : ℝ → ℝ} {a b : ℝ}

/-- On a relaxed path the fixed-`U` gradient and the term `U'` times the penalty are
both integrable. -/
theorem gradients_integrable (h : IsRelaxedPath t D U t' D' U' θ a b) :
    IntervalIntegrable (fun R => bandEnergy (t' R) (D' R) (θ R)) MeasureTheory.volume a b ∧
    IntervalIntegrable (fun R => U' R * penalty (θ R)) MeasureTheory.volume a b := by
  have hθ : ContinuousOn (fun R => 2 * θ R) (Set.uIcc a b) :=
    continuousOn_const.mul fun R hR => (h.angle R hR).continuousAt.continuousWithinAt
  have hs : ContinuousOn (fun R => Real.sin (2 * θ R)) (Set.uIcc a b) :=
    Real.continuous_sin.comp_continuousOn hθ
  have hc : ContinuousOn (fun R => Real.cos (2 * θ R)) (Set.uIcc a b) :=
    Real.continuous_cos.comp_continuousOn hθ
  simp only [bandEnergy_eq, penalty_eq]
  exact ⟨((h.hop_cont.neg.mul hs).add (h.site_cont.mul hc)).intervalIntegrable,
    (h.hub_cont.mul ((hs.pow 2).div_const 4)).intervalIntegrable⟩

/-- On a relaxed path the energy difference is the integrated fixed-`U` gradient plus the
integral of `U'` times the penalty. -/
theorem energy_difference (h : IsRelaxedPath t D U t' D' U' θ a b) :
    energy (t b) (D b) (U b) (θ b) - energy (t a) (D a) (U a) (θ a) =
      (∫ R in a..b, bandEnergy (t' R) (D' R) (θ R)) + ∫ R in a..b, U' R * penalty (θ R) := by
  obtain ⟨hb, hp⟩ := gradients_integrable h
  rw [← intervalIntegral.integral_add hb hp]
  symm
  refine intervalIntegral.integral_eq_sub_of_hasDerivAt
    (f := fun R => energy (t R) (D R) (U R) (θ R)) (fun R hR => ?_) (hb.add hp)
  refine (hasDerivAt_relaxed_energy (h.hop R hR) (h.site R hR) (h.hub R hR)
    (h.angle R hR) (h.stationary R hR)).congr_deriv ?_
  simp only [bandEnergy_eq, penalty_eq]
  ring

/-- If `U` does not decrease along a relaxed path from `a` to `b ≥ a`, the energy missed by
integrating fixed-`U` gradients lies between zero and a quarter of the change of `U`. -/
theorem missing_energy_bounds (h : IsRelaxedPath t D U t' D' U' θ a b) (hab : a ≤ b)
    (hU : ∀ R ∈ Set.Icc a b, 0 ≤ U' R) :
    0 ≤ energy (t b) (D b) (U b) (θ b) - energy (t a) (D a) (U a) (θ a)
        - ∫ R in a..b, bandEnergy (t' R) (D' R) (θ R) ∧
    energy (t b) (D b) (U b) (θ b) - energy (t a) (D a) (U a) (θ a)
        - ∫ R in a..b, bandEnergy (t' R) (D' R) (θ R) ≤ (U b - U a) / 4 := by
  have hi := h.hub_cont.intervalIntegrable (μ := MeasureTheory.volume)
  have hint := intervalIntegral.integral_eq_sub_of_hasDerivAt h.hub hi
  rw [energy_difference h, add_sub_cancel_left]
  constructor
  · refine intervalIntegral.integral_nonneg hab fun R hR => mul_nonneg (hU R hR) ?_
    rw [penalty_eq]
    positivity
  · -- the penalty never exceeds one quarter
    have hm : ∫ R in a..b, U' R * penalty (θ R) ≤ ∫ R in a..b, U' R * (1 / 4) := by
      refine intervalIntegral.integral_mono_on hab (gradients_integrable h).2
        (hi.mul_const (1 / 4)) fun R hR => mul_le_mul_of_nonneg_left ?_ (hU R hR)
      rw [penalty_eq]
      linarith [Real.sin_sq_le_one (2 * θ R)]
    rw [intervalIntegral.integral_mul_const, hint] at hm
    linarith

/-- The symmetric dimer, `D = 0` and `θ = π/4`, with continuously differentiable `t` and `U` is
a relaxed path, and fixed-`U` gradients miss exactly a quarter of the change of `U`. -/
theorem symmetric_dimer_witness
    (ht : ∀ R ∈ Set.uIcc a b, HasDerivAt t (t' R) R) (htc : ContinuousOn t' (Set.uIcc a b))
    (hU : ∀ R ∈ Set.uIcc a b, HasDerivAt U (U' R) R) (hUc : ContinuousOn U' (Set.uIcc a b)) :
    IsRelaxedPath t (fun _ => 0) U t' (fun _ => 0) U' (fun _ => Real.pi / 4) a b ∧
    energy (t b) 0 (U b) (Real.pi / 4) - energy (t a) 0 (U a) (Real.pi / 4)
      - ∫ R in a..b, bandEnergy (t' R) 0 (Real.pi / 4) = (U b - U a) / 4 := by
  have h2 : 2 * (Real.pi / 4) = Real.pi / 2 := by ring
  have hpath : IsRelaxedPath t (fun _ => 0) U t' (fun _ => 0) U'
      (fun _ => Real.pi / 4) a b :=
    { hop := ht
      site := fun R _ => hasDerivAt_const R 0
      hub := hU
      hop_cont := htc
      site_cont := continuousOn_const
      hub_cont := hUc
      angle := fun R _ => differentiableAt_const _
      stationary := fun R _ => by
        refine (hasDerivAt_energy_angle (t R) 0 (U R) (Real.pi / 4)).congr_deriv ?_
        rw [angleGradient, h2, Real.cos_pi_div_two]
        ring }
  have hp : penalty (Real.pi / 4) = 1 / 4 := by
    rw [penalty_eq, h2, Real.sin_pi_div_two]
    norm_num
  have hd := energy_difference hpath
  have hint := intervalIntegral.integral_eq_sub_of_hasDerivAt hU hUc.intervalIntegrable
  rw [intervalIntegral.integral_mul_const, hint, hp] at hd
  exact ⟨hpath, by linarith⟩

end

end HubbardDimerForce
```

```lean
#print axioms HubbardDimerForce.energy_difference
#print axioms HubbardDimerForce.missing_energy_bounds
```

```
'HubbardDimerForce.energy_difference' depends on axioms: [propext, Classical.choice, Quot.sound]
'HubbardDimerForce.missing_energy_bounds' depends on axioms: [propext, Classical.choice, Quot.sound]
```

## The energy difference between two geometries

Write \(F\) for the function `energy` and \(E(R)\) for its value along the path. The theorem `energy_difference` states that

\[
E(b)-E(a)=\int_a^b\bigl(-t'\sin2\theta+D'\cos2\theta\bigr)\,dR+\int_a^b U'\,\frac{\sin^2 2\theta}{4}\,dR .
\]

In Lean the first integrand is `bandEnergy (t' R) (D' R) (θ R)`, the expectation value of the differentiated one-electron Hamiltonian. It is the energy gradient at fixed \(U\); the force is its negative. The second integrand is `U' R * penalty (θ R)`.

The hypotheses are collected in `IsRelaxedPath`. Here "relaxed" refers to the orbital, not to the atomic positions. The names `t'`, `D'` and `U'` are separate functions, tied to \(t\), \(D\) and \(U\) by `HasDerivAt` and required to be continuous. The angle need only be differentiable; its derivative may be discontinuous. `Set.uIcc a b` is the closed interval between the endpoints in either order.

The field `stationary` says that, at each geometry, the energy has zero slope in the angle. This stands for a converged orbital, but it does not require a minimum. That a differentiable branch of such angles exists is assumed, so a jump between two solutions is excluded.

## Where a varying U enters DFT+U

If \(U\) is recomputed at every geometry while forces are evaluated at fixed \(U\), the forces generally do not integrate to the energy differences; for this one-electron dimer the theorem gives the discrepancy. A real DFT+U calculation has many electrons, a self-consistent density functional and projectors that move with the atoms; the model here has one electron, a prescribed Hamiltonian and a fixed orthonormal two-site basis.

## From the orbital to the closed form

Applying the Hamiltonian to the orbital gives \((D\cos\theta-t\sin\theta,\,-t\cos\theta-D\sin\theta)\). Its product with the orbital is

\[
D(\cos^2\theta-\sin^2\theta)-2t\sin\theta\cos\theta=-t\sin2\theta+D\cos2\theta .
\]

The occupations are \(\cos^2\theta\) and \(\sin^2\theta\), and each is one minus the other. The penalty is therefore

\[
\tfrac12\,(2\cos^2\theta\sin^2\theta)=\tfrac14\sin^2 2\theta .
\]

These are `bandEnergy_eq` and `penalty_eq`. In both, `linear_combination` supplies the required multiple of \(\sin^2\theta+\cos^2\theta=1\).

## Stationarity removes the orbital response

The product and chain rules give

\[
E'=-t'\sin2\theta+D'\cos2\theta+\frac{U'}{4}\sin^2 2\theta+\frac{\partial F}{\partial\theta}\,\theta',
\]

\[
\frac{\partial F}{\partial\theta}=-2t\cos2\theta-2D\sin2\theta+U\sin2\theta\cos2\theta .
\]

This is `hasDerivAt_energy_path`, which holds for any differentiable angle. Applied to constant \(t,D,U\) and the angle itself as the variable, it yields `hasDerivAt_energy_angle`, which identifies `angleGradient` as the angular slope. Since a derivative is unique, stationarity forces this slope to vanish, and `hasDerivAt_relaxed_energy` loses the term in \(\theta'\).

A differentiable angle is continuous, so both remaining integrands are continuous and hence integrable (`gradients_integrable`). The fundamental theorem of calculus, `integral_eq_sub_of_hasDerivAt`, then gives the energy difference.

## How much energy is missed

Since \(0\le\sin^2 2\theta\le1\), the penalty lies between \(0\) and \(1/4\). For \(a\le b\) and \(U'\ge0\), multiplying by \(U'\) and integrating gives

\[
0\le\int_a^b U'\,\frac{\sin^2 2\theta}{4}\,dR\le\frac{U(b)-U(a)}{4},
\]

which is `missing_energy_bounds`.

The symmetric dimer, \(D=0\) and \(\theta=\pi/4\), has \(\cos2\theta=0\) and \(\sin2\theta=1\). Its angular slope vanishes for every \(t\) and \(U\), and its penalty is exactly \(1/4\). For continuously differentiable \(t\) and \(U\), `symmetric_dimer_witness` therefore shows that it satisfies `IsRelaxedPath` and that the missed energy equals \((U(b)-U(a))/4\), whatever the sign of \(U'\). The second angular derivative there is \(4t-2U\), so as a function of the angle the energy has a local minimum there for \(U<2t\) and a local maximum for \(U>2t\); this stability remark is a hand computation added to the Lean results.
